# Majorana bilinears of $n\ge 1$ fermionic modes split into $2n-1$ commuting classes of $n$

## Many bilinears, few measurement settings

A quantum computer holds a state of $n$ fermionic modes, and its one-particle density matrix is wanted. The entries are linear combinations, up to constants, of expectation values of $\mathrm i\,g_ig_j$ with $i<j$, where $g_0,\dots,g_{2n-1}$ are the Majorana operators, often written $\gamma_i$. There are $n(2n-1)$ such observables. Those that commute can be measured on the same copy of the state, so the question is into how few commuting classes all of these observables can be sorted.

The answer is $2n-1$. These settings give all one-particle properties and the energies of non-interacting Hamiltonians. They need not be the fewest for the density matrix alone, which contains only certain combinations of the observables. Of the products of four Majorana operators, which appear in the electron repulsion, they miss some as soon as $n\ge4$.

## What is stated

`bilinear_grouping` takes a family `g : Fin (2 * n) → R` in any ring, with $g_ig_j=-g_jg_i$ for $i\ne j$ (`Anticommuting`). Each pair in `pairs n`, that is, each $i<j$, lies in exactly one `measurementClass n r` with $0\le r<2n-1$. Each class has $n$ pairs, and its products commute. The squares $g_i^2$ play no part here. `bilinear` omits the factor $\mathrm i$ that makes the product Hermitian, which doesn't affect commutation.

`grouping_optimal` adds $g_i^2=1$, which holds for the two Majorana operators $a+a^\dagger$ and $\mathrm i(a^\dagger-a)$ of a mode with annihilation operator $a$, and $2\neq0$ in the ring, which holds for complex matrices of nonzero size. Then any assignment `c` of the pairs to $k$ commuting classes has $k\ge 2n-1$. If $2=0$, anticommuting elements commute and one class is enough.

The theorems concern commutation alone. That commuting Hermitian operators have a common eigenbasis, and that a circuit can reach it, is the step from here to the laboratory. The bound counts classes, not repetitions of the experiment.

## A round-robin tournament

**Disjoint pairs commute.** If $a$ anticommutes with $c$ and $d$, then $a(cd)=-cad=(cd)a$. Apply this to both factors of $g_ig_j$, with $cd=g_kg_l$.

**Labels.** Let $N=2n-1$. Give the pair $i<j$ the label $i+j \bmod N$ if $j<N$, and $2i\bmod N$ if $j=N$. Suppose that two pairs with the same label share $x$ and have partners $y\ne z$.

- If $x=N$, then $2y\equiv2z$. As $N$ is odd, $y=z$.
- If $x,y,z<N$, then $x+y\equiv x+z$, so $y=z$.
- If $y=N$ and $x,z<N$, then $2x\equiv x+z$, so $z=x$.

Each case is a contradiction, so different pairs in a class are disjoint.

**Counting.** Disjoint pairs among $2n$ indices number at most $n$. The $N$ classes together hold $0+1+\dots+(2n-1)=nN$ pairs, so each holds exactly $n$.

**Optimality.** For different $i,j,k$ and unit squares,
$$(g_ig_j)(g_ig_k)=-g_jg_k,\qquad (g_ig_k)(g_ig_j)=-g_kg_j .$$
If these were equal, anticommutation would give $2g_kg_j=0$, and multiplying by $g_jg_k$ on the right would give $2=0$. Other positions of the shared index only change signs. So a commuting class has at most $n$ pairs, and at least $N$ classes are needed to hold all $nN$ pairs.

## Two modes, three settings

For $n=2$ the classes are

| $r$ | pairs |
|---|---|
| 0 | $(0,3),(1,2)$ |
| 1 | $(0,1),(2,3)$ |
| 2 | $(0,2),(1,3)$ |

Take $g=(Z\otimes X,\ Z\otimes Y,\ Z\otimes Z,\ X\otimes 1)$. In class 1, $\mathrm i g_0g_1=-1\otimes Z$ and $\mathrm i g_2g_3=-Y\otimes Z$. Measuring $Y$ on the first qubit and $Z$ on the second, with outcomes $y,z=\pm1$, gives both expectation values, as the averages of $-z$ and $-yz$.

## The Lean file

```lean
import Mathlib

open Finset

namespace MajoranaPairGrouping

noncomputable section

variable {R : Type*} [Ring R] {n : ℕ}

/-- Any two different members of the family `g` anticommute. -/
def Anticommuting {ι : Type*} (g : ι → R) : Prop :=
  ∀ i j, i ≠ j → g i * g j = -(g j * g i)

/-- The bilinear `g_i g_j` that belongs to the index pair `p = (i, j)`. -/
def bilinear (g : Fin (2 * n) → R) (p : Fin (2 * n) × Fin (2 * n)) : R :=
  g p.1 * g p.2

/-- The index pairs `(i, j)` with `i < j` among `2n` indices. -/
def pairs (n : ℕ) : Finset (Fin (2 * n) × Fin (2 * n)) :=
  univ.filter fun p => p.1 < p.2

/-- The two index pairs have no index in common. -/
def NoCommonIndex (p q : Fin (2 * n) × Fin (2 * n)) : Prop :=
  p.1 ≠ q.1 ∧ p.1 ≠ q.2 ∧ p.2 ≠ q.1 ∧ p.2 ≠ q.2

/-- The round-robin label of a pair `i < j` of indices below `2n`, for `n ≥ 1`: `i + j` modulo
`2n - 1`, with `j` replaced by `i` if `j` is the last index. -/
def label (n i j : ℕ) : ℕ :=
  (if j = 2 * n - 1 then 2 * i else i + j) % (2 * n - 1)

/-- The measurement class `r`: all pairs `i < j` with round-robin label `r`. -/
def measurementClass (n r : ℕ) : Finset (Fin (2 * n) × Fin (2 * n)) :=
  (pairs n).filter fun p => label n p.1 p.2 = r

/-- For `i < j < 2n` the label lies below `2n - 1`, and it is the sum that defines it, reduced
by `2n - 1` at most once. -/
theorem label_cases {a b : ℕ} (hab : a < b) (hb : b < 2 * n) :
    label n a b < 2 * n - 1 ∧
      ((b = 2 * n - 1 ∧ (label n a b = 2 * a ∨ label n a b + (2 * n - 1) = 2 * a)) ∨
       (b < 2 * n - 1 ∧ (label n a b = a + b ∨ label n a b + (2 * n - 1) = a + b))) := by
  have key : ∀ x, x < 2 * (2 * n - 1) → x % (2 * n - 1) < 2 * n - 1 ∧
      (x % (2 * n - 1) = x ∨ x % (2 * n - 1) + (2 * n - 1) = x) := by
    intro x hx
    refine ⟨Nat.mod_lt x (by omega), ?_⟩
    rcases Nat.lt_or_ge x (2 * n - 1) with h | h
    · exact Or.inl (Nat.mod_eq_of_lt h)
    · right
      rw [Nat.mod_eq_sub_mod h, Nat.mod_eq_of_lt (by omega)]
      omega
  unfold label
  split_ifs with h
  · have := key (2 * a) (by omega)
    exact ⟨this.1, Or.inl ⟨h, this.2⟩⟩
  · have := key (a + b) (by omega)
    exact ⟨this.1, Or.inr ⟨by omega, this.2⟩⟩

/-- Two different pairs in the same measurement class have no index in common. -/
theorem noCommonIndex_of_mem {r : ℕ} {p q : Fin (2 * n) × Fin (2 * n)}
    (hp : p ∈ measurementClass n r) (hq : q ∈ measurementClass n r) (hne : p ≠ q) :
    NoCommonIndex p q := by
  have hp1 : (p.1 : ℕ) < p.2 := Fin.lt_def.1 (mem_filter.1 (mem_filter.1 hp).1).2
  have hq1 : (q.1 : ℕ) < q.2 := Fin.lt_def.1 (mem_filter.1 (mem_filter.1 hq).1).2
  have hp2 : label n p.1 p.2 = r := (mem_filter.1 hp).2
  have hq2 : label n q.1 q.2 = r := (mem_filter.1 hq).2
  have hne' : ¬((p.1 : ℕ) = q.1 ∧ (p.2 : ℕ) = q.2) :=
    fun h => hne (Prod.ext (Fin.ext h.1) (Fin.ext h.2))
  have h1 := label_cases hp1 p.2.isLt
  have h2 := label_cases hq1 q.2.isLt
  rw [hp2] at h1
  rw [hq2] at h2
  -- a common index would force equal partners, because 2n - 1 is odd
  refine ⟨?_, ?_, ?_, ?_⟩ <;> intro h <;> have h' := congrArg Fin.val h <;> omega

/-- There are `n (2n - 1)` index pairs `i < j` among `2n` indices. -/
theorem card_pairs (n : ℕ) : (pairs n).card = n * (2 * n - 1) := by
  have inner : ∀ j : Fin (2 * n), (∑ i : Fin (2 * n), if i < j then 1 else 0) = (j : ℕ) := by
    intro j
    have h : (univ.filter fun i : Fin (2 * n) => i < j) = Iio j := by ext; simp
    rw [← card_filter, h, Fin.card_Iio]
  have total : (pairs n).card = ∑ i ∈ range (2 * n), i := by
    rw [pairs, card_filter, Fintype.sum_prod_type_right]
    simp only [inner]
    exact Fin.sum_univ_eq_sum_range (fun i => i) (2 * n)
  apply Nat.eq_of_mul_eq_mul_right two_pos
  rw [total, sum_range_id_mul_two]
  ring

/-- A set of pairs `i < j` among `2n` indices, no two of which share an index, has at most
`n` members. -/
theorem card_le_of_noCommonIndex (s : Finset (Fin (2 * n) × Fin (2 * n)))
    (hs : ∀ p ∈ s, p.1 < p.2) (hd : ∀ p ∈ s, ∀ q ∈ s, p ≠ q → NoCommonIndex p q) :
    s.card ≤ n := by
  have h1 : (s.image Prod.fst).card = s.card := card_image_of_injOn fun p hp q hq h =>
    by_contra fun hne => (hd p (mem_coe.1 hp) q (mem_coe.1 hq) hne).1 h
  have h2 : (s.image Prod.snd).card = s.card := card_image_of_injOn fun p hp q hq h =>
    by_contra fun hne => (hd p (mem_coe.1 hp) q (mem_coe.1 hq) hne).2.2.2 h
  have h3 : Disjoint (s.image Prod.fst) (s.image Prod.snd) := by
    rw [disjoint_left]
    intro x hx hy
    obtain ⟨p, hp, rfl⟩ := mem_image.1 hx
    obtain ⟨q, hq, h⟩ := mem_image.1 hy
    by_cases hpq : p = q
    · rw [← hpq] at h
      exact (hs p hp).ne h.symm
    · exact (hd p hp q hq hpq).2.1 h.symm
  -- first and second indices together are 2 |s| different indices
  have h5 := card_le_univ (s.image Prod.fst ∪ s.image Prod.snd)
  rw [card_union_of_disjoint h3, h1, h2, Fintype.card_fin] at h5
  omega

/-- Bilinears of an anticommuting family commute if they have no index in common. -/
theorem commute_of_noCommonIndex {g : Fin (2 * n) → R} (hg : Anticommuting g)
    {p q : Fin (2 * n) × Fin (2 * n)} (h : NoCommonIndex p q) :
    Commute (bilinear g p) (bilinear g q) := by
  -- moving one element past a bilinear costs two signs
  have key : ∀ a c d : R, a * c = -(c * a) → a * d = -(d * a) → Commute a (c * d) := by
    intro a c d h1 h2
    change a * (c * d) = c * d * a
    rw [← mul_assoc, h1, neg_mul, mul_assoc, h2, mul_neg, neg_neg, ← mul_assoc]
  exact (key _ _ _ (hg _ _ h.1) (hg _ _ h.2.1)).mul_left
    (key _ _ _ (hg _ _ h.2.2.1) (hg _ _ h.2.2.2))

/-- **Grouping of Majorana bilinears.** For `2n` pairwise anticommuting ring elements, each pair
`i < j` lies in exactly one of the `2n - 1` measurement classes, each class has `n` pairs, and the
products `g_i g_j` within a class commute. -/
theorem bilinear_grouping {g : Fin (2 * n) → R} (hg : Anticommuting g) :
    (∀ p ∈ pairs n, ∃! r : Fin (2 * n - 1), p ∈ measurementClass n r) ∧
    ∀ r : Fin (2 * n - 1), measurementClass n r ⊆ pairs n ∧ (measurementClass n r).card = n ∧
      ∀ p ∈ measurementClass n r, ∀ q ∈ measurementClass n r,
        Commute (bilinear g p) (bilinear g q) := by
  have hlt : ∀ p ∈ pairs n, label n p.1 p.2 < 2 * n - 1 := fun p hp =>
    (label_cases (Fin.lt_def.1 (mem_filter.1 hp).2) p.2.isLt).1
  have hle : ∀ s ∈ range (2 * n - 1), (measurementClass n s).card ≤ n := fun s _ =>
    card_le_of_noCommonIndex _ (fun p hp => (mem_filter.1 (mem_filter.1 hp).1).2)
      fun p hp q hq hne => noCommonIndex_of_mem hp hq hne
  have hsum : ∑ s ∈ range (2 * n - 1), (measurementClass n s).card = n * (2 * n - 1) := by
    rw [← card_pairs n]
    exact (card_eq_sum_card_fiberwise (f := fun p => label n p.1 p.2)
      fun p hp => mem_coe.2 (mem_range.2 (hlt p (mem_coe.1 hp)))).symm
  refine ⟨fun p hp => ⟨⟨label n p.1 p.2, hlt p hp⟩, mem_filter.2 ⟨hp, rfl⟩, ?_⟩,
    fun r => ⟨filter_subset _ _, ?_, ?_⟩⟩
  · intro r hr
    have h : p ∈ measurementClass n r := hr
    exact Fin.ext (mem_filter.1 h).2.symm
  · -- a class with fewer than n pairs would spoil the total count
    by_contra h
    have hr := mem_range.2 r.isLt
    have lt := sum_lt_sum hle ⟨r, hr, lt_of_le_of_ne (hle r hr) h⟩
    rw [hsum, sum_const, card_range, smul_eq_mul, mul_comm n (2 * n - 1)] at lt
    exact lt_irrefl _ lt
  · intro p hp q hq
    by_cases h : p = q
    · rw [h]
    · exact commute_of_noCommonIndex hg (noCommonIndex_of_mem hp hq h)

/-- For anticommuting elements with square one, in a ring with `2 ≠ 0`, the products `g_i g_j`
and `g_i g_k` with three different indices do not commute. -/
theorem not_commute_of_common {g : Fin (2 * n) → R} (hg : Anticommuting g)
    (hsq : ∀ i, g i * g i = 1) (h2 : (2 : R) ≠ 0) {i j k : Fin (2 * n)}
    (hij : i ≠ j) (hik : i ≠ k) (hjk : j ≠ k) : ¬Commute (g i * g j) (g i * g k) := by
  intro h
  have e : ∀ u v : R, g i * u = -(u * g i) → g i * u * (g i * v) = -(u * v) := by
    intro u v hu
    rw [hu, neg_mul, mul_assoc, ← mul_assoc (g i) (g i) v, hsq, one_mul]
  have h' := h.eq
  rw [e _ _ (hg i j hij), e _ _ (hg i k hik)] at h'
  have h0 : g k * g j + g k * g j = 0 :=
    eq_neg_iff_add_eq_zero.1 ((neg_injective h').symm.trans (hg j k hjk))
  have h1 : g k * g j * (g j * g k) = 1 := by
    rw [mul_assoc, ← mul_assoc (g j) (g j) (g k), hsq, one_mul, hsq]
  apply h2
  calc (2 : R) = 1 + 1 := one_add_one_eq_two.symm
    _ = (g k * g j + g k * g j) * (g j * g k) := by rw [add_mul, h1]
    _ = 0 := by rw [h0, zero_mul]

/-- **Optimality.** If the anticommuting elements have square one and `2 ≠ 0` in the ring, every
grouping of the pairs `i < j` into `k` classes of commuting bilinears has `k ≥ 2n - 1`. -/
theorem grouping_optimal {g : Fin (2 * n) → R} (hg : Anticommuting g)
    (hsq : ∀ i, g i * g i = 1) (h2 : (2 : R) ≠ 0) {k : ℕ}
    (c : Fin (2 * n) × Fin (2 * n) → Fin k)
    (hc : ∀ p ∈ pairs n, ∀ q ∈ pairs n, c p = c q → Commute (bilinear g p) (bilinear g q)) :
    2 * n - 1 ≤ k := by
  -- different commuting bilinears have no index in common
  have hd : ∀ p ∈ pairs n, ∀ q ∈ pairs n, p ≠ q →
      Commute (bilinear g p) (bilinear g q) → NoCommonIndex p q := by
    rintro ⟨a, b⟩ hp ⟨c, d⟩ hq hne h
    have hab : a < b := (mem_filter.1 hp).2
    have hcd : c < d := (mem_filter.1 hq).2
    change Commute (g a * g b) (g c * g d) at h
    refine ⟨fun (e : a = c) => ?_, fun (e : a = d) => ?_, fun (e : b = c) => ?_,
      fun (e : b = d) => ?_⟩
    · rw [← e] at h
      exact not_commute_of_common hg hsq h2 hab.ne (e.trans_lt hcd).ne
        (fun f => hne (Prod.ext e f)) h
    · have hca : c < a := hcd.trans_eq e.symm
      rw [← e, hg c a hca.ne, Commute.neg_right_iff] at h
      exact not_commute_of_common hg hsq h2 hab.ne hca.ne' (hca.trans hab).ne' h
    · have hbd : b < d := e.trans_lt hcd
      rw [← e, hg a b hab.ne, Commute.neg_left_iff] at h
      exact not_commute_of_common hg hsq h2 hab.ne' hbd.ne (hab.trans hbd).ne h
    · have hcb : c < b := hcd.trans_eq e.symm
      have hac : a ≠ c := fun f => hne (Prod.ext f e)
      rw [← e, hg a b hab.ne, hg c b hcb.ne, Commute.neg_left_iff, Commute.neg_right_iff] at h
      exact not_commute_of_common hg hsq h2 hab.ne' hcb.ne' hac h
  rcases Nat.eq_zero_or_pos n with h0 | hn
  · omega
  -- each class has at most n members, and all n (2n - 1) pairs must be placed
  have h := card_eq_sum_card_fiberwise (f := c) (s := pairs n) (t := univ)
    fun p _ => mem_coe.2 (mem_univ _)
  have hle : ∑ r : Fin k, ((pairs n).filter fun p => c p = r).card ≤ ∑ _r : Fin k, n := by
    refine sum_le_sum fun r _ => card_le_of_noCommonIndex _
      (fun p hp => (mem_filter.1 (mem_filter.1 hp).1).2) fun p hp q hq hne => ?_
    have hp' := mem_filter.1 hp
    have hq' := mem_filter.1 hq
    exact hd p hp'.1 q hq'.1 hne (hc p hp'.1 q hq'.1 (hp'.2.trans hq'.2.symm))
  rw [← h, card_pairs, sum_const, card_univ, Fintype.card_fin, smul_eq_mul, mul_comm k n] at hle
  exact Nat.le_of_mul_le_mul_left hle hn

/-- The Pauli matrix `X`. -/
def pauliX : Matrix (Fin 2) (Fin 2) ℂ := !![0, 1; 1, 0]

/-- The Pauli matrix `Y`. -/
def pauliY : Matrix (Fin 2) (Fin 2) ℂ := !![0, -Complex.I; Complex.I, 0]

/-- The Pauli matrix `Z`. -/
def pauliZ : Matrix (Fin 2) (Fin 2) ℂ := !![1, 0; 0, -1]

/-- The four two-qubit Pauli strings `Z⊗X, Z⊗Y, Z⊗Z, X⊗1`, written in 2×2 blocks. -/
def twoQubitMajorana : Fin 4 → Matrix (Fin 2 ⊕ Fin 2) (Fin 2 ⊕ Fin 2) ℂ :=
  ![Matrix.fromBlocks pauliX 0 0 (-pauliX), Matrix.fromBlocks pauliY 0 0 (-pauliY),
    Matrix.fromBlocks pauliZ 0 0 (-pauliZ), Matrix.fromBlocks 0 1 1 0]

/-- The four Pauli strings `Z⊗X, Z⊗Y, Z⊗Z, X⊗1` anticommute pairwise and have square one, and
`2 ≠ 0` in their matrix ring. -/
theorem twoQubitMajorana_witness :
    Anticommuting twoQubitMajorana ∧ (∀ i, twoQubitMajorana i * twoQubitMajorana i = 1) ∧
      (2 : Matrix (Fin 2 ⊕ Fin 2) (Fin 2 ⊕ Fin 2) ℂ) ≠ 0 := by
  -- the Pauli algebra of one qubit
  have xy : pauliX * pauliY = -(pauliY * pauliX) := by
    ext a b
    fin_cases a <;> fin_cases b <;> simp [pauliX, pauliY, Matrix.mul_apply, Fin.sum_univ_succ]
  have xz : pauliX * pauliZ = -(pauliZ * pauliX) := by
    ext a b
    fin_cases a <;> fin_cases b <;> simp [pauliX, pauliZ, Matrix.mul_apply, Fin.sum_univ_succ]
  have yz : pauliY * pauliZ = -(pauliZ * pauliY) := by
    ext a b
    fin_cases a <;> fin_cases b <;> simp [pauliY, pauliZ, Matrix.mul_apply, Fin.sum_univ_succ]
  have xx : pauliX * pauliX = 1 := by
    ext a b
    fin_cases a <;> fin_cases b <;> simp [pauliX, Matrix.mul_apply, Fin.sum_univ_succ]
  have yy : pauliY * pauliY = 1 := by
    ext a b
    fin_cases a <;> fin_cases b <;> simp [pauliY, Matrix.mul_apply, Fin.sum_univ_succ]
  have zz : pauliZ * pauliZ = 1 := by
    ext a b
    fin_cases a <;> fin_cases b <;> simp [pauliZ, Matrix.mul_apply, Fin.sum_univ_succ]
  refine ⟨fun i j hij => ?_, fun i => ?_, fun h => ?_⟩
  · fin_cases i <;> fin_cases j <;> first
      | exact absurd rfl hij
      | simp [twoQubitMajorana, Matrix.fromBlocks_multiply, Matrix.fromBlocks_neg, xy, xz, yz]
  · fin_cases i <;>
      simp [twoQubitMajorana, Matrix.fromBlocks_multiply, Matrix.fromBlocks_one, xx, yy, zz]
  · have h1 : (1 : Matrix (Fin 2 ⊕ Fin 2) (Fin 2 ⊕ Fin 2) ℂ) + 1 = 0 :=
      one_add_one_eq_two.trans h
    have h' := congrFun (congrFun h1 (Sum.inl 0)) (Sum.inl 0)
    rw [Matrix.add_apply, Matrix.one_apply_eq, Matrix.zero_apply] at h'
    norm_num at h'

end

end MajoranaPairGrouping
```

```lean
#print axioms MajoranaPairGrouping.bilinear_grouping
#print axioms MajoranaPairGrouping.grouping_optimal
```

```
'MajoranaPairGrouping.bilinear_grouping' depends on axioms: [propext, Classical.choice, Quot.sound]
'MajoranaPairGrouping.grouping_optimal' depends on axioms: [propext, Classical.choice, Quot.sound]
```

## From remainders to linear arithmetic

The tactic `omega` proves statements of linear integer arithmetic, but can't treat a remainder modulo the variable $2n-1$. `label_cases` removes the remainder: the defining sum is below $2N$, so the label is that sum or that sum minus $N$. In `noCommonIndex_of_mem`, `omega` then settles all the cases above, including the parity argument.

`card_le_of_noCommonIndex` counts first and second indices as disjoint sets. In `bilinear_grouping`, `card_eq_sum_card_fiberwise` adds up the class sizes, and `sum_lt_sum` excludes a class with fewer than $n$ pairs.

`not_commute_of_common` is the calculation with the shared index in front; `grouping_optimal` brings the other positions to that form and counts. `twoQubitMajorana_witness` checks that the four Pauli strings above satisfy all the hypotheses.
